# Deutsch's entropic uncertainty relation for two orthonormal bases in finite dimension

## A spin measured along z or x

Prepare a spin-1/2 in a pure state and measure either $\sigma_z$ or $\sigma_x$. How predictable can both outcomes be? Every eigenvector of one observable overlaps every eigenvector of the other with modulus $1/\sqrt2$. The state halfway between $|{\uparrow_z}\rangle$ and $|{\uparrow_x}\rangle$ gives each of these outcomes probability $\cos^2(\pi/8)\approx0.854$. No state makes the product of the two probabilities larger than $0.854^2\approx0.729$, so the two entropies sum to at least $-2\log\cos^2(\pi/8)\approx0.317$. This bound is not attained: the smallest possible sum for these two observables is $\log2\approx0.693$, reached by an eigenvector of either one.

## The bound in $n$ dimensions

Let $a_i$ and $b_j$ be orthonormal bases of a complex space of finite dimension $n$, with $|\langle a_i,b_j\rangle|\le c$ for all $i,j$. A unit vector $\psi$ has outcome probabilities $p_i=|\langle a_i,\psi\rangle|^2$ and $q_j=|\langle b_j,\psi\rangle|^2$. With $H(p)=-\sum_i p_i\log p_i$,

$$H(p)+H(q)\ \ge\ -2\log\frac{1+c}{2}.$$

For pure states and non-degenerate observables on a finite-dimensional state space, this limits joint predictability whenever $c<1$, by a number that doesn't depend on the state. If the two bases share a vector, then $c=1$ is the smallest allowed value and the bound says nothing.

## Reflecting one vector through the state

Take unit vectors $u,v,\psi$ and set $w=2\langle\psi,v\rangle\psi-v$. Then

$$\|w\|^2=4|\langle\psi,v\rangle|^2-4|\langle\psi,v\rangle|^2+1=1.$$

Since $2\langle\psi,v\rangle\langle u,\psi\rangle=\langle u,w\rangle+\langle u,v\rangle$, the triangle and Cauchy–Schwarz inequalities give

$$|\langle u,\psi\rangle|\,|\langle v,\psi\rangle|\le\frac{1+|\langle u,v\rangle|}{2}.$$

If $\langle u,v\rangle=r\ge0$, then $\langle u,u+v\rangle=\langle v,u+v\rangle=1+r$ and $\|u+v\|^2=2(1+r)$. The normalised bisector $(u+v)/\sqrt{2(1+r)}$ therefore has amplitude product $(1+r)/2$, which is equality. This is equality for one pair of amplitudes, not for the entropy sum.

## From products to entropies

With $u=a_i$ and $v=b_j$, squaring gives $p_iq_j\le M$, where $M=((1+c)/2)^2$. When both probabilities are positive, $-\log M\le-\log p_i-\log q_j$. Multiply by $p_iq_j$; terms with a zero probability contribute nothing. By Parseval, $\sum_ip_i=\sum_jq_j=\|\psi\|^2=1$, so summing over $i$ and $j$ gives

$$-\log M\le\sum_{i,j}p_iq_j(-\log p_i-\log q_j)=H(p)+H(q).$$

The left side is $-2\log((1+c)/2)$. It is strictly positive if $c<1$, because $c\ge0$. For mutually unbiased bases, $|\langle a_i,b_j\rangle|^2=1/n$, so $c=\sqrt{1/n}$.

## Reading the Lean statement

`E` is the state space, and an `OrthonormalBasis` with a finite index type makes it finite-dimensional. `outcomeProb` is the Born weight and `shannonEntropy` uses the natural logarithm. The inner product is conjugate-linear in its first slot. The hypothesis `hc` asks only for an upper bound `c` on the overlaps; the largest overlap gives the strongest result.

Mixed states, degenerate observables and continuous variables such as position lie beyond these theorems. Identifying `outcomeProb` with observed frequencies also assumes ideal projective measurements, each basis being measured on fresh copies of the same state.

```lean
import Mathlib

open Finset

namespace DeutschEntropicUncertainty

noncomputable section

variable {E ι κ : Type*} [NormedAddCommGroup E] [InnerProductSpace ℂ E]
  [Fintype ι] [Fintype κ]

/-- The Born weight `|⟨b i, ψ⟩|²` of outcome `i` when the state `ψ` is measured in the
orthonormal basis `b`. -/
def outcomeProb (b : OrthonormalBasis ι ℂ E) (ψ : E) (i : ι) : ℝ :=
  ‖inner ℂ (b i) ψ‖ ^ 2

/-- The Shannon entropy `-∑ p log p`, with the natural logarithm. -/
def shannonEntropy (p : ι → ℝ) : ℝ := ∑ i, Real.negMulLog (p i)

/-- The outcome probabilities of a unit vector sum to one. -/
theorem sum_outcomeProb (b : OrthonormalBasis ι ℂ E) {ψ : E} (hψ : ‖ψ‖ = 1) :
    ∑ i, outcomeProb b ψ i = 1 := by
  have h := EuclideanSpace.norm_sq_eq (b.repr ψ)
  rw [b.repr.norm_map, hψ] at h
  simpa [outcomeProb, b.repr_apply_apply] using h.symm

/-- For unit vectors `u`, `v` and `ψ`, the product of the amplitudes of `ψ` along `u` and `v`
is at most `(1 + |⟨u, v⟩|) / 2`. -/
theorem amplitude_mul_le {u v ψ : E} (hu : ‖u‖ = 1) (hv : ‖v‖ = 1) (hψ : ‖ψ‖ = 1) :
    ‖inner ℂ u ψ‖ * ‖inner ℂ v ψ‖ ≤ (1 + ‖inner ℂ u v‖) / 2 := by
  have hψψ : inner ℂ ψ ψ = (1 : ℂ) := by
    rw [inner_self_eq_norm_sq_to_K, hψ]; simp
  have hvv : inner ℂ v v = (1 : ℂ) := by
    rw [inner_self_eq_norm_sq_to_K, hv]; simp
  have hc : inner ℂ v ψ = starRingEnd ℂ (inner ℂ ψ v) := (inner_conj_symm v ψ).symm
  -- the reflection of `v` through the line of `ψ` is again a unit vector
  obtain ⟨w, hw⟩ : ∃ w : E, w = (inner ℂ ψ v + inner ℂ ψ v) • ψ - v := ⟨_, rfl⟩
  have hww : inner ℂ w w = (1 : ℂ) := by
    rw [hw]
    simp only [inner_sub_left, inner_sub_right, inner_smul_left, inner_smul_right,
      hψψ, hvv, hc, map_add]
    ring
  have hn2 : ‖w‖ ^ 2 = 1 := by
    rw [InnerProductSpace.norm_sq_eq_re_inner (𝕜 := ℂ) w, hww]; simp
  have hn : ‖w‖ ≤ 1 := by nlinarith [norm_nonneg w]
  -- Cauchy-Schwarz for `u` and the reflected vector
  have hcs : ‖inner ℂ u w‖ ≤ 1 := by
    have h := norm_inner_le_norm (𝕜 := ℂ) u w
    rw [hu, one_mul] at h
    exact h.trans hn
  have hsplit : (inner ℂ ψ v + inner ℂ ψ v) * inner ℂ u ψ
      = inner ℂ u w + inner ℂ u v := by
    rw [hw, inner_sub_right, inner_smul_right]; ring
  have h2 : ‖(2 : ℂ)‖ = 2 := by norm_num
  have hnorm : ‖(inner ℂ ψ v + inner ℂ ψ v) * inner ℂ u ψ‖
      = 2 * (‖inner ℂ u ψ‖ * ‖inner ℂ v ψ‖) := by
    rw [← two_mul, norm_mul, norm_mul, norm_inner_symm ψ v, h2]; ring
  have htri := norm_add_le (inner ℂ u w) (inner ℂ u v)
  rw [← hsplit, hnorm] at htri
  linarith

/-- For unit vectors `u`, `v` whose overlap is real and nonnegative, the unnormalised bisector
`u + v` attains equality in the amplitude bound, scaled by its squared norm. -/
theorem amplitude_mul_bisector {u v : E} (hu : ‖u‖ = 1) (hv : ‖v‖ = 1) {r : ℝ}
    (hr : 0 ≤ r) (huv : inner ℂ u v = (r : ℂ)) :
    ‖inner ℂ u (u + v)‖ * ‖inner ℂ v (u + v)‖
      = (1 + ‖inner ℂ u v‖) / 2 * ‖u + v‖ ^ 2 := by
  have huu : inner ℂ u u = (1 : ℂ) := by
    rw [inner_self_eq_norm_sq_to_K, hu]; simp
  have hvv : inner ℂ v v = (1 : ℂ) := by
    rw [inner_self_eq_norm_sq_to_K, hv]; simp
  have hvu : inner ℂ v u = (r : ℂ) := by
    rw [← inner_conj_symm, huv, Complex.conj_ofReal]
  have h1 : inner ℂ u (u + v) = ((1 + r : ℝ) : ℂ) := by
    rw [inner_add_right, huu, huv]; push_cast; ring
  have h2 : inner ℂ v (u + v) = ((1 + r : ℝ) : ℂ) := by
    rw [inner_add_right, hvu, hvv]; push_cast; ring
  have h3 : ‖u + v‖ ^ 2 = (1 + r) + (1 + r) := by
    rw [InnerProductSpace.norm_sq_eq_re_inner (𝕜 := ℂ) (u + v), inner_add_left, h1, h2,
      ← Complex.ofReal_add]
    exact Complex.ofReal_re _
  rw [h1, h2, h3, huv, Complex.norm_real, Complex.norm_real,
    Real.norm_of_nonneg hr, Real.norm_of_nonneg (by linarith : (0 : ℝ) ≤ 1 + r)]
  ring

/-- If all products `p i * q j` of two probability distributions are at most `M`, their Shannon
entropies sum to at least `-log M`. -/
theorem neg_log_le_entropy_add {p : ι → ℝ} {q : κ → ℝ} {M : ℝ}
    (hp : ∀ i, 0 ≤ p i) (hq : ∀ j, 0 ≤ q j) (hp1 : ∑ i, p i = 1) (hq1 : ∑ j, q j = 1)
    (hM : ∀ i j, p i * q j ≤ M) :
    -Real.log M ≤ shannonEntropy p + shannonEntropy q := by
  -- compare the surprisals outcome by outcome, weighted with `p i * q j`
  have key : ∀ i j, p i * q j * (-Real.log M)
      ≤ q j * Real.negMulLog (p i) + p i * Real.negMulLog (q j) := by
    intro i j
    rcases (hp i).eq_or_lt with h | h
    · simp [← h]
    rcases (hq j).eq_or_lt with h' | h'
    · simp [← h']
    have hlog := Real.log_le_log (mul_pos h h') (hM i j)
    rw [Real.log_mul h.ne' h'.ne'] at hlog
    simp only [Real.negMulLog]
    nlinarith [mul_le_mul_of_nonneg_left hlog (mul_pos h h').le]
  calc -Real.log M = ∑ i, ∑ j, p i * q j * (-Real.log M) := by
        simp_rw [← Finset.sum_mul, ← Finset.mul_sum, hq1, mul_one, hp1, one_mul]
    _ ≤ ∑ i, ∑ j, (q j * Real.negMulLog (p i) + p i * Real.negMulLog (q j)) :=
        Finset.sum_le_sum fun i _ => Finset.sum_le_sum fun j _ => key i j
    _ = shannonEntropy p + shannonEntropy q := by
        unfold shannonEntropy
        simp_rw [Finset.sum_add_distrib, ← Finset.sum_mul, ← Finset.mul_sum, hq1, one_mul,
          ← Finset.sum_mul, hp1, one_mul]

/-- **Deutsch entropic uncertainty relation.** If all overlaps of two orthonormal bases are at
most `c` in modulus, the outcome entropies of a unit vector sum to at least
`-2 log ((1 + c) / 2)`. -/
theorem deutsch_entropic_uncertainty (a : OrthonormalBasis ι ℂ E)
    (b : OrthonormalBasis κ ℂ E) {c : ℝ} (hc : ∀ i j, ‖inner ℂ (a i) (b j)‖ ≤ c)
    {ψ : E} (hψ : ‖ψ‖ = 1) :
    -2 * Real.log ((1 + c) / 2)
      ≤ shannonEntropy (outcomeProb a ψ) + shannonEntropy (outcomeProb b ψ) := by
  have hM : ∀ i j, outcomeProb a ψ i * outcomeProb b ψ j ≤ ((1 + c) / 2) ^ 2 := by
    intro i j
    have h := amplitude_mul_le (a.orthonormal.1 i) (b.orthonormal.1 j) hψ
    have h' : ‖inner ℂ (a i) ψ‖ * ‖inner ℂ (b j) ψ‖ ≤ (1 + c) / 2 := by
      linarith [hc i j]
    unfold outcomeProb
    rw [← mul_pow]
    exact pow_le_pow_left₀ (by positivity) h' 2
  have h := neg_log_le_entropy_add (p := outcomeProb a ψ) (q := outcomeProb b ψ)
    (fun i => by unfold outcomeProb; positivity) (fun j => by unfold outcomeProb; positivity)
    (sum_outcomeProb a hψ) (sum_outcomeProb b hψ) hM
  rw [Real.log_pow] at h
  push_cast at h
  linarith

/-- If all overlaps of two orthonormal bases are bounded by some `c < 1`, the outcome entropies
of a unit vector have a strictly positive sum. -/
theorem entropy_add_pos (a : OrthonormalBasis ι ℂ E) (b : OrthonormalBasis κ ℂ E)
    {c : ℝ} (hc : ∀ i j, ‖inner ℂ (a i) (b j)‖ ≤ c) (hc1 : c < 1)
    {ψ : E} (hψ : ‖ψ‖ = 1) :
    0 < shannonEntropy (outcomeProb a ψ) + shannonEntropy (outcomeProb b ψ) := by
  -- a unit vector exists, so both bases are nonempty and `c` is nonnegative
  have hc0 : 0 ≤ c := by
    rcases isEmpty_or_nonempty ι with hι | ⟨⟨i⟩⟩
    · have h := sum_outcomeProb a hψ
      simp at h
    rcases isEmpty_or_nonempty κ with hκ | ⟨⟨j⟩⟩
    · have h := sum_outcomeProb b hψ
      simp at h
    exact (norm_nonneg _).trans (hc i j)
  have hlog : Real.log ((1 + c) / 2) < 0 :=
    Real.log_neg (by linarith) (by linarith)
  linarith [deutsch_entropic_uncertainty a b hc hψ]

/-- For two mutually unbiased bases in dimension `n`, the outcome entropies of a unit vector sum
to at least `-2 log ((1 + √(1/n)) / 2)`. -/
theorem deutsch_mutually_unbiased (a b : OrthonormalBasis ι ℂ E)
    (hab : ∀ i j, outcomeProb a (b j) i = 1 / (Fintype.card ι : ℝ))
    {ψ : E} (hψ : ‖ψ‖ = 1) :
    -2 * Real.log ((1 + √(1 / (Fintype.card ι : ℝ))) / 2)
      ≤ shannonEntropy (outcomeProb a ψ) + shannonEntropy (outcomeProb b ψ) := by
  refine deutsch_entropic_uncertainty a b (fun i j => ?_) hψ
  rw [← hab i j, outcomeProb, Real.sqrt_sq (norm_nonneg _)]

end

end DeutschEntropicUncertainty
```

```lean
#print axioms DeutschEntropicUncertainty.amplitude_mul_bisector
#print axioms DeutschEntropicUncertainty.deutsch_entropic_uncertainty
#print axioms DeutschEntropicUncertainty.entropy_add_pos
#print axioms DeutschEntropicUncertainty.deutsch_mutually_unbiased
```

```
'DeutschEntropicUncertainty.amplitude_mul_bisector' depends on axioms: [propext, Classical.choice, Quot.sound]
'DeutschEntropicUncertainty.deutsch_entropic_uncertainty' depends on axioms: [propext, Classical.choice, Quot.sound]
'DeutschEntropicUncertainty.entropy_add_pos' depends on axioms: [propext, Classical.choice, Quot.sound]
'DeutschEntropicUncertainty.deutsch_mutually_unbiased' depends on axioms: [propext, Classical.choice, Quot.sound]
```

## The lemmas and their steps

`sum_outcomeProb` is Parseval, read off from the coordinate map `b.repr`. In `amplitude_mul_le`, `hww` computes the norm of the reflected vector, `hcs` is Cauchy–Schwarz, `hsplit` is the splitting identity, and `htri` supplies the triangle inequality. `amplitude_mul_bisector` states the equality case for the unnormalised $u+v$, hence the factor `‖u + v‖ ^ 2`; the main theorem doesn't use it.

In `neg_log_le_entropy_add`, `key` is the weighted inequality for one pair of outcomes, and the `calc` block sums it. `deutsch_entropic_uncertainty` squares the amplitude bound and uses `Real.log_pow` to bring out the factor 2. `entropy_add_pos` obtains `0 ≤ c` from the existence of a unit vector, which makes both bases nonempty. `deutsch_mutually_unbiased` takes the square root of the assumed Born weights.

## How `negMulLog` handles impossible outcomes

`Real.negMulLog x` means $-x\log x$ and equals 0 at $x=0$, the usual entropy convention. `key` is written with this function, so it makes sense for every pair of outcomes. The two `rcases` lines settle the zero cases by `simp`; only then does `Real.log_mul` split the logarithm, which requires nonzero factors.

## Density matrices instead of vectors

The state could be a density matrix $\rho$, with $p_i=\langle a_i,\rho a_i\rangle$. The statement would then include mixed states. One way to prove it is to combine the pure-state bound with concavity of the entropy, applied to a decomposition of $\rho$ into pure states.
